# A unit quaternion satisfies the rotational Eckart condition exactly when it is an eigenvector of a symmetric 4×4 matrix

Let $r_i$ be the instantaneous positions of the nuclei of a molecule, $a_i$ their positions in a reference structure, and $m_i$ their masses. There is an explicit symmetric matrix $C$, built from these data, such that a unit quaternion $q$ is an eigenvector of $C$ if and only if

$$\sum_i m_i\,(q a_i q^*)\times r_i = 0 .$$

The eigenvalue is then the mass-weighted squared distance between the positions and the rotated reference.

The physical problem is to attach a rotating frame to a vibrating molecule. The condition above is Eckart's rotational condition, which removes the coupling between rotation and vibration to lowest order in the displacements. For point nuclei and one fixed reference structure, the result turns the search for such a frame, in rovibrational work or in aligning simulation snapshots, into a 4×4 eigenvalue problem.

The theorems accept any vectors and any real weights. For a molecule, first place both structures with their centres of mass at the origin; this satisfies the translational part of Eckart's conditions.

## Vectors as pure quaternions

The nuclei are labelled by a finite type `ι`.

```lean
import Mathlib

open scoped Matrix Quaternion

namespace QuaternionEckartFrame

noncomputable section

variable {ι : Type*} [Fintype ι]
```

A vector $v=(v_0,v_1,v_2)$ becomes the quaternion $v_0\,\mathbf i+v_1\,\mathbf j+v_2\,\mathbf k$, with scalar part zero; the bold letters are the quaternion units.

```lean
/-- A vector of three-dimensional space regarded as a pure quaternion. -/
def ofVec : (Fin 3 → ℝ) →ₗ[ℝ] ℍ[ℝ] where
  toFun v := ⟨0, v 0, v 1, v 2⟩
  map_add' u v := by ext; exacts [(add_zero (0 : ℝ)).symm, rfl, rfl, rfl]
  map_smul' c v := by ext; exacts [(mul_zero c).symm, rfl, rfl, rfl]
```

Its parts can be read off directly.

```lean
/-- The quaternion of a vector has scalar part zero and the vector as its vector part. -/
@[simp] theorem ofVec_parts (v : Fin 3 → ℝ) : (ofVec v).re = 0 ∧
    (ofVec v).imI = v 0 ∧ (ofVec v).imJ = v 1 ∧ (ofVec v).imK = v 2 :=
  ⟨rfl, rfl, rfl, rfl⟩
```

A matrix acts on columns, so a quaternion is also written as four real components, scalar part first.

```lean
/-- The four real components of a quaternion, scalar part first. -/
def coords : ℍ[ℝ] →ₗ[ℝ] (Fin 4 → ℝ) where
  toFun q := ![q.re, q.imI, q.imJ, q.imK]
  map_add' p q := by ext k; fin_cases k <;> simp
  map_smul' c q := by ext k; fin_cases k <;> simp
```

For a unit quaternion, $b=q v q^*$ is the rotated vector, by the usual quaternion description of rotations. In Lean `star q` is the conjugate $q^*$, and `rotate` takes the vector part of the product.

```lean
/-- The vector part of `q v q*`; for a unit quaternion `q` this is the rotated vector. -/
def rotate (q : ℍ[ℝ]) (v : Fin 3 → ℝ) : Fin 3 → ℝ :=
  ![(q * ofVec v * star q).imI, (q * ofVec v * star q).imJ, (q * ofVec v * star q).imK]
```

## The misfit and its matrix

The misfit is defined for every quaternion, of unit norm or not:

$$D(q)=\sum_i m_i\,|r_i q-q a_i|^2 .$$

`Quaternion.normSq` is the squared norm. The sum is not divided by the total mass.

```lean
/-- The weighted misfit `D(q) = ∑ mᵢ |rᵢ q - q aᵢ|²` between positions `r` and reference `a`. -/
def misfit (m : ι → ℝ) (r a : ι → Fin 3 → ℝ) (q : ℍ[ℝ]) : ℝ :=
  ∑ i, m i * Quaternion.normSq (ofVec (r i) * q - q * ofVec (a i))
```

For one pair $r,a$, define in blocks

$$N=\begin{pmatrix} r\cdot a & (a\times r)^T\\ a\times r & r a^T+a r^T-(r\cdot a)\,1\end{pmatrix}.$$

The code calls this `overlap`; it has nothing to do with the overlap matrix of basis functions in electronic structure.

```lean
/-- The symmetric 4 by 4 matrix built from the products of components of two vectors. -/
def overlap (r a : Fin 3 → ℝ) : Matrix (Fin 4) (Fin 4) ℝ :=
  !![r 0 * a 0 + r 1 * a 1 + r 2 * a 2, a 1 * r 2 - a 2 * r 1,
      a 2 * r 0 - a 0 * r 2, a 0 * r 1 - a 1 * r 0;
    a 1 * r 2 - a 2 * r 1, r 0 * a 0 - r 1 * a 1 - r 2 * a 2,
      r 0 * a 1 + r 1 * a 0, r 0 * a 2 + r 2 * a 0;
    a 2 * r 0 - a 0 * r 2, r 0 * a 1 + r 1 * a 0,
      r 1 * a 1 - r 0 * a 0 - r 2 * a 2, r 1 * a 2 + r 2 * a 1;
    a 0 * r 1 - a 1 * r 0, r 0 * a 2 + r 2 * a 0,
      r 1 * a 2 + r 2 * a 1, r 2 * a 2 - r 0 * a 0 - r 1 * a 1]
```

Summing over the nuclei gives

$$C=\sum_i m_i\big[(|r_i|^2+|a_i|^2)\,1-2N_i\big].$$

```lean
/-- The matrix `C = ∑ mᵢ ((|rᵢ|² + |aᵢ|²) 1 - 2 Nᵢ)`, with `Nᵢ` the overlap matrix of `rᵢ, aᵢ`. -/
def fitMatrix (m : ι → ℝ) (r a : ι → Fin 3 → ℝ) : Matrix (Fin 4) (Fin 4) ℝ :=
  ∑ i, m i • ((r i ⬝ᵥ r i + a i ⬝ᵥ a i) • (1 : Matrix (Fin 4) (Fin 4) ℝ)
    - (2 : ℝ) • overlap (r i) (a i))
```

Each $N_i$ is symmetric, as its blocks show, and hence so is $C$. Lean compares the entries of `overlap` with those of its transpose.

```lean
/-- The matrix `C` is symmetric. -/
theorem fitMatrix_isSymm (m : ι → ℝ) (r a : ι → Fin 3 → ℝ) : (fitMatrix m r a).IsSymm := by
  have h : ∀ u v : Fin 3 → ℝ, (overlap u v)ᵀ = overlap u v := by
    intro u v
    ext i j
    fin_cases i <;> fin_cases j <;> rfl
  simp [Matrix.IsSymm, fitMatrix, Matrix.transpose_sum, h]
```

To find the action of $N$, write $q=q_0+w$ with $w$ a vector. The product rule $uv=-u\cdot v+u\times v$ gives

$$-r q a = q_0\,(r\cdot a+a\times r)+w\cdot(a\times r)+(r\cdot w)\,a+(a\cdot w)\,r-(r\cdot a)\,w ,$$

which is $Nq$. Therefore

$$Cq=kq+2S,\qquad k=\sum_i m_i(|r_i|^2+|a_i|^2),\quad S=\sum_i m_i\,r_i q a_i .$$

In the proof, `h` checks $Nq=-rqa$ component by component; the remaining lines carry it through the sum.

```lean
/-- In quaternion language `C` sends `q` to `∑ mᵢ (|rᵢ|² + |aᵢ|²) q + 2 ∑ mᵢ rᵢ q aᵢ`. -/
theorem fitMatrix_mulVec (m : ι → ℝ) (r a : ι → Fin 3 → ℝ) (q : ℍ[ℝ]) :
    fitMatrix m r a *ᵥ coords q =
      coords ((∑ i, m i * (r i ⬝ᵥ r i + a i ⬝ᵥ a i)) • q
        + (2 : ℝ) • ∑ i, m i • (ofVec (r i) * q * ofVec (a i))) := by
  have h : ∀ u v : Fin 3 → ℝ, overlap u v *ᵥ coords q = -coords (ofVec u * q * ofVec v) := by
    intro u v
    ext k
    fin_cases k <;>
      simp [overlap, coords, Matrix.mulVec, dotProduct, Fin.sum_univ_four] <;> ring
  simp only [map_add, map_smul, map_sum, Finset.sum_smul, Finset.smul_sum,
    ← Finset.sum_add_distrib]
  refine (map_sum (Matrix.mulVec.addMonoidHomLeft (coords q)) _ _).trans ?_
  refine Finset.sum_congr rfl fun i _ => ?_
  change (m i • ((r i ⬝ᵥ r i + a i ⬝ᵥ a i) • (1 : Matrix (Fin 4) (Fin 4) ℝ)
    - (2 : ℝ) • overlap (r i) (a i))) *ᵥ coords q = _
  rw [Matrix.smul_mulVec, Matrix.sub_mulVec, Matrix.smul_mulVec, Matrix.one_mulVec,
    Matrix.smul_mulVec, h]
  module
```

Expand one term of the misfit, with $\langle x,y\rangle$ the scalar part of $x^*y$. Since $r^*=-r$,

$$\langle rq,qa\rangle=-\langle q,rqa\rangle,$$

$$|rq-qa|^2=(|r|^2+|a|^2)|q|^2+2\langle q,rqa\rangle .$$

Summation gives $D(q)=q^TCq$. Lean substitutes the action of $C$ and compares each summand as a polynomial in the components.

```lean
/-- The misfit is the quadratic form of `C`: `D(q) = qᵀ C q` for every quaternion `q`. -/
theorem misfit_eq_quadraticForm (m : ι → ℝ) (r a : ι → Fin 3 → ℝ) (q : ℍ[ℝ]) :
    misfit m r a q = coords q ⬝ᵥ (fitMatrix m r a *ᵥ coords q) := by
  rw [fitMatrix_mulVec]
  simp only [map_add, map_smul, map_sum, Finset.sum_smul, Finset.smul_sum,
    ← Finset.sum_add_distrib, dotProduct_sum, misfit]
  refine Finset.sum_congr rfl fun i _ => ?_
  simp only [dotProduct_add, dotProduct_smul, smul_eq_mul]
  simp [Quaternion.normSq_def', coords, dotProduct, Fin.sum_univ_three, Fin.sum_univ_four]
  ring
```

## The misfit as a rotated distance

Conjugation gives $(qvq^*)^*=-qvq^*$, so $qvq^*$ has no scalar part and `rotate` loses nothing.

```lean
/-- The quaternion `q v q*` is pure, so it is the quaternion of the vector `rotate q v`. -/
theorem ofVec_rotate (q : ℍ[ℝ]) (v : Fin 3 → ℝ) :
    ofVec (rotate q v) = q * ofVec v * star q := by
  ext <;> simp [rotate]
  -- only the vanishing of the scalar part remains
  ring
```

If $|q|=1$, multiplication on the right by $q^*$ preserves the norm, and

$$(r_i q-q a_i)q^*=r_i-q a_i q^* .$$

Hence $D(q)=\sum_i m_i|r_i-b_i|^2$ with $b_i=q a_i q^*$. The displayed identity is `h` in the proof.

```lean
/-- For a unit quaternion the misfit is the weighted squared distance between the positions
and the rotated reference. -/
theorem misfit_eq_rotated_distance (m : ι → ℝ) (r a : ι → Fin 3 → ℝ) (q : ℍ[ℝ])
    (hq : Quaternion.normSq q = 1) :
    misfit m r a q = ∑ i, m i * ((r i - rotate q (a i)) ⬝ᵥ (r i - rotate q (a i))) := by
  have hqq : q * star q = 1 := by rw [Quaternion.self_mul_star, hq, Quaternion.coe_one]
  have hn : ∀ v : Fin 3 → ℝ, Quaternion.normSq (ofVec v) = v ⬝ᵥ v := by
    intro v
    simp [Quaternion.normSq_def', dotProduct, Fin.sum_univ_three, pow_two]
  refine Finset.sum_congr rfl fun i _ => ?_
  -- multiplication by the unit quaternion `q*` does not change the norm
  have h : (ofVec (r i) * q - q * ofVec (a i)) * star q = ofVec (r i - rotate q (a i)) := by
    rw [map_sub, ofVec_rotate, sub_mul, mul_assoc (ofVec (r i)), hqq, mul_one]
  rw [← hn, ← h, map_mul, Quaternion.normSq_star, hq, mul_one]
```

## The Eckart sum inside the eigenvalue equation

Since $r_i q a_i q^*=r_i b_i$, the product rule gives

$$S q^*=-\sum_i m_i\,r_i\cdot b_i-\sum_i m_i\,b_i\times r_i .$$

The vector part is minus the Eckart sum. The product rule is `hp` in the proof, with the cross product written `⨯₃`.

```lean
/-- The product `(∑ mᵢ rᵢ q aᵢ) q*` has scalar part `-∑ mᵢ rᵢ · bᵢ` and vector part
`-∑ mᵢ bᵢ × rᵢ`, where `bᵢ` is the vector of `q aᵢ q*`. -/
theorem sum_mul_star (m : ι → ℝ) (r a : ι → Fin 3 → ℝ) (q : ℍ[ℝ]) :
    (∑ i, m i • (ofVec (r i) * q * ofVec (a i))) * star q =
      (∑ i, m i * -(r i ⬝ᵥ rotate q (a i))) • (1 : ℍ[ℝ])
        - ofVec (∑ i, m i • (rotate q (a i) ⨯₃ r i)) := by
  have hp : ∀ u v : Fin 3 → ℝ,
      ofVec u * ofVec v = (-(u ⬝ᵥ v)) • (1 : ℍ[ℝ]) - ofVec (v ⨯₃ u) := by
    intro u v
    ext <;> simp [cross_apply, dotProduct, Fin.sum_univ_three] <;> ring
  rw [Finset.sum_mul, map_sum, Finset.sum_smul, ← Finset.sum_sub_distrib]
  refine Finset.sum_congr rfl fun i _ => ?_
  have h : ofVec (r i) * q * ofVec (a i) * star q = ofVec (r i) * ofVec (rotate q (a i)) := by
    simp only [ofVec_rotate, mul_assoc]
  rw [smul_mul_assoc, h, hp, map_smul]
  module
```

Now let $|q|=1$. If $Cq=\mu q$, then $S=\tfrac12(\mu-k)q$, so $Sq^*=\tfrac12(\mu-k)$ is real and the Eckart sum vanishes. Conversely, if the Eckart sum vanishes, then $Sq^*=s$ with $s=-\sum_i m_i\,r_i\cdot b_i$. Multiplying by $q$ gives $S=sq$, hence $Cq=(k+2s)q$.

In the statement, `HasEigenvector` refers to a real eigenvalue and includes $q\neq0$, which the unit norm supplies. The two halves after `constructor` are the two directions above. `hinj` turns equality of components into equality of quaternions, and `key` says that a quaternion equal to a real number has zero vector part.

```lean
/-- A unit quaternion is an eigenvector of `C` if and only if the rotated reference satisfies
the Eckart condition `∑ mᵢ (q aᵢ q*) × rᵢ = 0`. -/
theorem eigenvector_iff_eckart (m : ι → ℝ) (r a : ι → Fin 3 → ℝ) (q : ℍ[ℝ])
    (hq : Quaternion.normSq q = 1) :
    (∃ μ : ℝ, Module.End.HasEigenvector (Matrix.toLin' (fitMatrix m r a)) μ (coords q)) ↔
      ∑ i, m i • (rotate q (a i) ⨯₃ r i) = 0 := by
  have hqq : q * star q = 1 := by rw [Quaternion.self_mul_star, hq, Quaternion.coe_one]
  have hqq' : star q * q = 1 := by rw [Quaternion.star_mul_self, hq, Quaternion.coe_one]
  have hinj : Function.Injective coords := by
    intro x y h
    ext
    exacts [congrFun h 0, congrFun h 1, congrFun h 2, congrFun h 3]
  have key : ∀ (s c : ℝ) (v : Fin 3 → ℝ),
      s • (1 : ℍ[ℝ]) - ofVec v = c • (1 : ℍ[ℝ]) → v = 0 := by
    intro s c v h
    have h1 := congrArg (fun x : ℍ[ℝ] => x.imI) h
    have h2 := congrArg (fun x : ℍ[ℝ] => x.imJ) h
    have h3 := congrArg (fun x : ℍ[ℝ] => x.imK) h
    simp at h1 h2 h3
    ext k
    fin_cases k <;> simp [h1, h2, h3]
  have hS := sum_mul_star m r a q
  have hC := fitMatrix_mulVec m r a q
  set S := ∑ i, m i • (ofVec (r i) * q * ofVec (a i))
  set k := ∑ i, m i * (r i ⬝ᵥ r i + a i ⬝ᵥ a i)
  constructor
  · rintro ⟨μ, h⟩
    have h1 := h.apply_eq_smul
    rw [Matrix.toLin'_apply, hC, ← map_smul] at h1
    have h2 := hinj h1
    -- the eigenvalue equation makes `S` a real multiple of `q`
    have h3 : S = ((μ - k) / 2) • q := by
      linear_combination (norm := module) (1 / 2 : ℝ) • h2
    rw [h3, smul_mul_assoc, hqq] at hS
    exact key _ _ _ hS.symm
  · intro h
    rw [h, map_zero, sub_zero] at hS
    set s := ∑ i, m i * -(r i ⬝ᵥ rotate q (a i))
    -- without a vector part, `S q*` is real and `S` is a multiple of `q`
    have h3 : S = s • q := by
      calc S = S * star q * q := by rw [mul_assoc, hqq', mul_one]
        _ = s • q := by rw [hS, smul_mul_assoc, one_mul]
    refine ⟨k + 2 * s, Module.End.mem_eigenspace_iff.mpr ?_, ?_⟩
    · rw [Matrix.toLin'_apply, hC, h3, ← map_smul]
      congr 1
      module
    · intro h0
      have hz : q = 0 := hinj (h0.trans (map_zero coords).symm)
      simp [hz] at hq
```

Finally, for a unit eigenvector, $D(q)=q^TCq=\mu\,q^Tq=\mu$.

```lean
/-- If a unit quaternion is an eigenvector of `C`, its eigenvalue is the misfit `D(q)`. -/
theorem misfit_eq_eigenvalue (m : ι → ℝ) (r a : ι → Fin 3 → ℝ) (q : ℍ[ℝ]) (μ : ℝ)
    (hq : Quaternion.normSq q = 1)
    (h : Module.End.HasEigenvector (Matrix.toLin' (fitMatrix m r a)) μ (coords q)) :
    misfit m r a q = μ := by
  have h1 := h.apply_eq_smul
  rw [Matrix.toLin'_apply] at h1
  have h2 : coords q ⬝ᵥ coords q = 1 := by
    rw [← hq]
    simp [Quaternion.normSq_def', coords, dotProduct, Fin.sum_univ_four, pow_two]
  rw [misfit_eq_quadraticForm, h1, dotProduct_smul, h2, smul_eq_mul, mul_one]

end

end QuaternionEckartFrame
```

```lean
#print axioms QuaternionEckartFrame.fitMatrix_isSymm
-- 'QuaternionEckartFrame.fitMatrix_isSymm' depends on axioms: [propext, Classical.choice, Quot.sound]
#print axioms QuaternionEckartFrame.misfit_eq_rotated_distance
-- 'QuaternionEckartFrame.misfit_eq_rotated_distance' depends on axioms: [propext, Classical.choice, Quot.sound]
#print axioms QuaternionEckartFrame.eigenvector_iff_eckart
-- 'QuaternionEckartFrame.eigenvector_iff_eckart' depends on axioms: [propext, Classical.choice, Quot.sound]
#print axioms QuaternionEckartFrame.misfit_eq_eigenvalue
-- 'QuaternionEckartFrame.misfit_eq_eigenvalue' depends on axioms: [propext, Classical.choice, Quot.sound]
```

## A diatomic molecule

The following remarks rest on ordinary linear algebra and not on the code above. Take a diatomic molecule with reduced mass $m$, and let $r$ and $a$ be its instantaneous and reference bond vectors, both nonzero. With both centres of mass at the origin, the two terms of $C$ add up to a single term with these $m$, $r$ and $a$. The map $q\mapsto rqa$ squares to $|r|^2|a|^2$ and has trace zero, so $C$ has the eigenvalues $m(|r|-|a|)^2$ and $m(|r|+|a|)^2$, each twice. They belong to the rotated reference pointing along $r$ and against it. Both satisfy $b\times r=0$, and a further turn about $r$ changes nothing, hence the degeneracy.

The Eckart condition thus selects stationary orientations, not only the best fit. For any number of nuclei, the best fit belongs to the lowest eigenvalue of $C$.
